# The electrostatic reflection of a coated surface moves monotonically from the substrate value to the coating value as the coating thickens

A solid covered by an oxide or an adsorbed film acts on a neighbouring body partly through the film and partly through the solid beneath. How does its electrostatic response pass from that of the solid to that of the film as the film grows? The answer given here holds for positive permittivities and a field of fixed wavenumber along the surface.

```lean
import Mathlib

open Filter Topology

namespace CoatedSurfaceReflection

noncomputable section

/-- Dielectric contrast `(b - a) / (b + a)` of two media with permittivities `a` and `b`,
for `a + b ≠ 0`. -/
def contrast (a b : ℝ) : ℝ := (b - a) / (b + a)

/-- Reflection of a substrate `e₃` with a coating `e₂` of thickness `t`, seen from medium `e₁`
at wavenumber `k`. The domain is positive permittivities and `k * t ≥ 0`. -/
def reflection (e₁ e₂ e₃ k t : ℝ) : ℝ :=
  (contrast e₁ e₂ + contrast e₂ e₃ * Real.exp (-2 * k * t)) /
    (1 + contrast e₁ e₂ * (contrast e₂ e₃ * Real.exp (-2 * k * t)))

/-- Continuity of the potential and of the normal displacement (common factor `k` dropped) at
`z = 0` and `z = t`. The potential is `exp(-kz) + R exp(kz)` in the medium, `A exp(-kz) + B exp(kz)`
in the coating and `C exp(-kz)` in the substrate. -/
def InterfaceMatching (e₁ e₂ e₃ k t R A B C : ℝ) : Prop :=
  1 + R = A + B ∧
  e₁ * (1 - R) = e₂ * (A - B) ∧
  A * Real.exp (-(k * t)) + B * Real.exp (k * t) = C * Real.exp (-(k * t)) ∧
  e₂ * (A * Real.exp (-(k * t)) - B * Real.exp (k * t)) = e₃ * (C * Real.exp (-(k * t)))

/-- The contrast of two media with positive permittivities lies strictly between -1 and 1. -/
theorem contrast_bounds {a b : ℝ} (ha : 0 < a) (hb : 0 < b) :
    -1 < contrast a b ∧ contrast a b < 1 := by
  have h : 0 < b + a := by linarith
  unfold contrast
  constructor
  · rw [lt_div_iff₀ h]; linarith
  · rw [div_lt_iff₀ h]; linarith

/-- For positive permittivities and `k * t ≥ 0` the denominator of the reflection is positive. -/
theorem denominator_pos {e₁ e₂ e₃ k t : ℝ} (h₁ : 0 < e₁) (h₂ : 0 < e₂) (h₃ : 0 < e₃)
    (hkt : 0 ≤ k * t) :
    0 < 1 + contrast e₁ e₂ * (contrast e₂ e₃ * Real.exp (-2 * k * t)) := by
  obtain ⟨p1, p2⟩ := contrast_bounds h₁ h₂
  obtain ⟨q1, q2⟩ := contrast_bounds h₂ h₃
  have hy : Real.exp (-2 * k * t) ≤ 1 := Real.exp_le_one_iff.2 (by linarith)
  have hpq : 0 < 1 + contrast e₁ e₂ * contrast e₂ e₃ := by
    linarith [mul_pos (neg_lt_iff_pos_add.1 p1) (neg_lt_iff_pos_add.1 q1),
      mul_pos (sub_pos.2 p2) (sub_pos.2 q2)]
  linarith [mul_pos (Real.exp_pos (-2 * k * t)) hpq]

/-- With a first-interface contrast `p`, `p² < 1`, the combined reflection `(p + u) / (1 + p u)`
grows strictly with the second contribution `u`, as long as the denominators are positive. -/
theorem combined_lt {p u v : ℝ} (hp : p ^ 2 < 1) (huv : u < v)
    (hu : 0 < 1 + p * u) (hv : 0 < 1 + p * v) :
    (p + u) / (1 + p * u) < (p + v) / (1 + p * v) := by
  rw [div_lt_div_iff₀ hu hv]
  linarith [mul_pos (sub_pos.2 huv) (sub_pos.2 hp)]

/-- For positive permittivities, `k > 0` and `t ≥ 0`, the matching conditions at the two faces of
the coating can be solved exactly when the reflected amplitude is minus `reflection`. -/
theorem matching_iff {e₁ e₂ e₃ k t : ℝ} (h₁ : 0 < e₁) (h₂ : 0 < e₂) (h₃ : 0 < e₃)
    (hk : 0 < k) (ht : 0 ≤ t) (R : ℝ) :
    (∃ A B C, InterfaceMatching e₁ e₂ e₃ k t R A B C) ↔ R = -reflection e₁ e₂ e₃ k t := by
  have hN := denominator_pos h₁ h₂ h₃ (mul_nonneg hk.le ht)
  have h12 : e₂ + e₁ ≠ 0 := by positivity
  have h23 : e₃ + e₂ ≠ 0 := by positivity
  have hp : contrast e₁ e₂ * (e₂ + e₁) = e₂ - e₁ := div_mul_cancel₀ _ h12
  have hq : contrast e₂ e₃ * (e₃ + e₂) = e₃ - e₂ := div_mul_cancel₀ _ h23
  have hgs : Real.exp (k * t) * Real.exp (-(k * t)) = 1 := by
    rw [← Real.exp_add, add_neg_cancel, Real.exp_zero]
  have hs : Real.exp (-2 * k * t) = Real.exp (-(k * t)) ^ 2 := by
    rw [pow_two, ← Real.exp_add]
    congr 1
    ring
  unfold reflection InterfaceMatching
  rw [hs] at hN ⊢
  set p := contrast e₁ e₂
  set q := contrast e₂ e₃
  set s := Real.exp (-(k * t))
  set g := Real.exp (k * t)
  constructor
  · rintro ⟨A, B, C, m1, m2, m3, m4⟩
    -- the far face fixes the ratio of the two waves in the coating
    have hB : B = -(q * s ^ 2) * A := by
      apply mul_left_cancel₀ h23
      linear_combination s ^ 2 * A * hq - s * (m4 - e₃ * m3) - (e₂ + e₃) * B * hgs
    rw [hB] at m1 m2
    -- the near face then fixes the reflected amplitude
    rw [← neg_div, eq_div_iff hN.ne']
    apply mul_left_cancel₀ h12
    linear_combination e₂ * (1 + q * s ^ 2) * m1 - (1 - q * s ^ 2) * m2
      + (R * (q * s ^ 2) + 1) * hp
  · intro hR
    obtain ⟨n, hn⟩ : ∃ n, n = (1 + p * (q * s ^ 2))⁻¹ := ⟨_, rfl⟩
    have hNn : (1 + p * (q * s ^ 2)) * n = 1 := by
      rw [hn]
      exact mul_inv_cancel₀ hN.ne'
    rw [div_eq_mul_inv, ← hn] at hR
    subst hR
    refine ⟨(1 - p) * n, -(q * s ^ 2) * ((1 - p) * n), (1 - p) * (1 - q) * n, ?_, ?_, ?_, ?_⟩
    · linear_combination -hNn
    · linear_combination -e₁ * hNn + n * (1 + q * s ^ 2) * hp
    · linear_combination -(1 - p) * n * q * s * hgs
    · linear_combination (1 - p) * n * (e₂ * q * s * hgs + s * hq)

/-- For positive permittivities, a coating of zero thickness leaves the contrast between medium
and bare substrate. -/
theorem reflection_zero {e₁ e₂ e₃ : ℝ} (k : ℝ) (h₁ : 0 < e₁) (h₂ : 0 < e₂) (h₃ : 0 < e₃) :
    reflection e₁ e₂ e₃ k 0 = contrast e₁ e₃ := by
  have hN := denominator_pos (k := k) (t := 0) h₁ h₂ h₃ (by simp)
  have h12 : e₂ + e₁ ≠ 0 := by positivity
  have h23 : e₃ + e₂ ≠ 0 := by positivity
  have h13 : e₃ + e₁ ≠ 0 := by positivity
  unfold reflection
  rw [div_eq_iff hN.ne']
  simp only [mul_zero, Real.exp_zero, mul_one]
  unfold contrast
  field_simp
  ring

/-- The factor `exp(-2kt)` vanishes for a thick coating when `k > 0`. -/
theorem screening_tendsto {k : ℝ} (hk : 0 < k) :
    Tendsto (fun t : ℝ => Real.exp (-2 * k * t)) atTop (𝓝 0) :=
  Real.tendsto_exp_atBot.comp
    (tendsto_id.const_mul_atTop_of_neg (by linarith : -2 * k < 0))

/-- For positive permittivities and `k > 0`, the reflection starts at the bare-substrate value and
tends to the bulk-coating value as the coating thickens. On `t ≥ 0` it falls strictly if `e₂ < e₃`
and rises strictly if `e₃ < e₂`. -/
theorem reflection_crossover {e₁ e₂ e₃ k : ℝ} (h₁ : 0 < e₁) (h₂ : 0 < e₂) (h₃ : 0 < e₃)
    (hk : 0 < k) :
    reflection e₁ e₂ e₃ k 0 = contrast e₁ e₃ ∧
    Tendsto (reflection e₁ e₂ e₃ k) atTop (𝓝 (contrast e₁ e₂)) ∧
    (e₂ < e₃ → StrictAntiOn (reflection e₁ e₂ e₃ k) (Set.Ici 0)) ∧
    (e₃ < e₂ → StrictMonoOn (reflection e₁ e₂ e₃ k) (Set.Ici 0)) := by
  have hp : contrast e₁ e₂ ^ 2 < 1 := by
    obtain ⟨p1, p2⟩ := contrast_bounds h₁ h₂
    nlinarith
  have hN : ∀ t : ℝ, 0 ≤ t → _ := fun t ht =>
    denominator_pos h₁ h₂ h₃ (mul_nonneg hk.le ht)
  have hexp : ∀ a b : ℝ, a < b → Real.exp (-2 * k * b) < Real.exp (-2 * k * a) :=
    fun a b hab => Real.exp_lt_exp.2 (by linarith [mul_pos hk (sub_pos.2 hab)])
  refine ⟨reflection_zero k h₁ h₂ h₃, ?_, ?_, ?_⟩
  · have hE := (screening_tendsto hk).const_mul (contrast e₂ e₃)
    have h := (hE.const_add (contrast e₁ e₂)).div
      ((hE.const_mul (contrast e₁ e₂)).const_add 1) (by simp)
    simp only [mul_zero, add_zero, div_one] at h
    exact h
  · intro h a ha b hb hab
    have hq : 0 < contrast e₂ e₃ := div_pos (by linarith) (by linarith)
    exact combined_lt hp (mul_lt_mul_of_pos_left (hexp a b hab) hq) (hN b hb) (hN a ha)
  · intro h a ha b hb hab
    have hq : contrast e₂ e₃ < 0 := div_neg_of_neg_of_pos (by linarith) (by linarith)
    exact combined_lt hp (mul_lt_mul_of_neg_left (hexp a b hab) hq) (hN a ha) (hN b hb)

/-- For positive permittivities and `k > 0`, the deviation from the bulk-coating value, multiplied
by `exp(2kt)`, tends to `D₂₃ (1 - D₁₂²)` for a thick coating, where `Dij` is the contrast. -/
theorem thick_coating_asymptotics {e₁ e₂ e₃ k : ℝ} (h₁ : 0 < e₁) (h₂ : 0 < e₂) (h₃ : 0 < e₃)
    (hk : 0 < k) :
    Tendsto (fun t => (reflection e₁ e₂ e₃ k t - contrast e₁ e₂) * Real.exp (2 * k * t)) atTop
      (𝓝 (contrast e₂ e₃ * (1 - contrast e₁ e₂ ^ 2))) := by
  have hE := ((screening_tendsto hk).const_mul (contrast e₂ e₃)).const_mul (contrast e₁ e₂)
  have h := (tendsto_const_nhds (x := contrast e₂ e₃ * (1 - contrast e₁ e₂ ^ 2))).div
    (hE.const_add 1) (by simp)
  simp only [mul_zero, add_zero, div_one] at h
  refine h.congr' ?_
  filter_upwards [eventually_ge_atTop (0 : ℝ)] with t ht
  have hN := denominator_pos h₁ h₂ h₃ (mul_nonneg hk.le ht)
  have hr : reflection e₁ e₂ e₃ k t *
      (1 + contrast e₁ e₂ * (contrast e₂ e₃ * Real.exp (-2 * k * t))) =
      contrast e₁ e₂ + contrast e₂ e₃ * Real.exp (-2 * k * t) := div_mul_cancel₀ _ hN.ne'
  have hy : Real.exp (2 * k * t) * Real.exp (-2 * k * t) = 1 := by
    rw [← Real.exp_add, ← Real.exp_zero]
    congr 1
    ring
  -- the deviation is exactly proportional to exp(-2kt) over the denominator
  change contrast e₂ e₃ * (1 - contrast e₁ e₂ ^ 2) /
      (1 + contrast e₁ e₂ * (contrast e₂ e₃ * Real.exp (-2 * k * t))) =
    (reflection e₁ e₂ e₃ k t - contrast e₁ e₂) * Real.exp (2 * k * t)
  rw [div_eq_iff hN.ne']
  linear_combination -Real.exp (2 * k * t) * hr
    - contrast e₂ e₃ * (1 - contrast e₁ e₂ ^ 2) * hy

end

end CoatedSurfaceReflection
```

```lean
#print axioms CoatedSurfaceReflection.matching_iff
#print axioms CoatedSurfaceReflection.reflection_crossover
#print axioms CoatedSurfaceReflection.thick_coating_asymptotics
```

```
'CoatedSurfaceReflection.matching_iff' depends on axioms: [propext, Classical.choice, Quot.sound]
'CoatedSurfaceReflection.reflection_crossover' depends on axioms: [propext, Classical.choice, Quot.sound]
'CoatedSurfaceReflection.thick_coating_asymptotics' depends on axioms: [propext, Classical.choice, Quot.sound]
```

## From bare substrate to bulk coating

Let e₁, e₂ and e₃ be the positive permittivities of the medium, the coating and the substrate. Let t be the coating thickness and k > 0 the wavenumber of the field along the surface. Define

Dij = (ej − ei)/(ej + ei), y = exp(−2kt),

r(t) = (D₁₂ + D₂₃ y)/(1 + D₁₂ D₂₃ y).

In Lean, Dij is `contrast` with the permittivities in the order i, j, and r(t) is `reflection e₁ e₂ e₃ k t`.

The theorem `reflection_crossover` has four parts. The value at t = 0 is D₁₃, and the limit as t → ∞ is D₁₂ (`Tendsto … atTop`). On t ≥ 0, written `Set.Ici 0`, r is strictly decreasing if e₂ < e₃ (`StrictAntiOn`) and strictly increasing if e₃ < e₂ (`StrictMonoOn`). If e₂ = e₃, then D₂₃ = 0 and r is constant.

It is the signed value that moves monotonically. When e₁ lies between e₂ and e₃, the two end values have opposite signs, and |r| first falls to zero and then grows.

## The electrostatics behind the formula

The medium fills z < 0, the coating 0 < z < t and the substrate z > t. For a potential that varies along the surface with wavenumber k, Laplace's equation allows exp(−kz) and exp(kz) in each region. An incident field of unit amplitude gives

medium: exp(−kz) + R exp(kz)
coating: A exp(−kz) + B exp(kz)
substrate: C exp(−kz)

The substrate has no growing term because it extends to infinity. `InterfaceMatching` takes these forms as given and requires the potential and the normal displacement to be continuous at both faces. `matching_iff` says that, for t ≥ 0, suitable A, B and C exist exactly when R = −r(t). The minus sign is that of the image charge: a charge facing a body of higher permittivity sees an image of opposite sign.

The model is non-retarded, with flat faces and local, isotropic, real positive permittivities. Retardation and the complex permittivities of absorbing media at real frequencies lie beyond it.

## Solving the matching conditions

Write p = D₁₂, q = D₂₃ and s = exp(−kt), so that y = s². At the far face,

A s + B/s = C s
e₂(A s − B/s) = e₃ C s.

Eliminating C gives (e₂ − e₃) A s = (e₂ + e₃) B/s, hence B = −q y A. The near face then reads

1 + R = A(1 − q y)
e₁(1 − R) = e₂ A(1 + q y).

Eliminating A gives

e₂(1 + q y)(1 + R) = e₁(1 − q y)(1 − R).

Collecting R and dividing by e₁ + e₂ leaves

R(1 + p q y) = −(p + q y),

which is R = −r(t). Conversely, the amplitudes

A = (1 − p)/(1 + p q y), B = −q y A, C = (1 − q) A

satisfy all four conditions. In Lean, `hB` is the far-face result, and the `linear_combination` steps carry out the eliminations and check these amplitudes.

The division by 1 + p q y is safe. `contrast_bounds` puts p and q strictly between −1 and 1, so

2(1 + p q) = (1 + p)(1 + q) + (1 − p)(1 − q) > 0.

Since 0 < y ≤ 1, the sum 1 + p q y = (1 − y) + y(1 + p q) is positive too. This is `denominator_pos`.

## End values, direction and rate

At t = 0 we have y = 1. Over the common denominator (e₂ + e₁)(e₃ + e₂), the numerator and denominator of r become

p + q → 2e₂(e₃ − e₁)
1 + p q → 2e₂(e₃ + e₁),

and their ratio is D₁₃. `reflection_zero` does this with `field_simp` and `ring`. As t → ∞, y → 0 (`screening_tendsto`) and r → p.

For the direction, set u = q y and compare it with a larger value v:

(p + v)/(1 + p v) − (p + u)/(1 + p u) = (1 − p²)(v − u)/((1 + p u)(1 + p v)).

This is positive when p² < 1 and both denominators are positive, as `combined_lt` states. Because y falls strictly with t, q y falls if q > 0 and rises if q < 0, and r follows it. The last two branches of `reflection_crossover` are these two cases.

The same algebra gives the rate:

r(t) − p = q y(1 − p²)/(1 + p q y).

Multiplying by exp(2kt) = 1/y and letting t → ∞ gives D₂₃(1 − D₁₂²), the limit in `thick_coating_asymptotics`. The influence of the substrate thus fades as exp(−2kt). This factor is the decay of the field on its way through the coating and back, and it is there even for e₂ = e₁, where r = D₂₃ y.

## A numerical instance

Take e₁ = 1, e₂ = 3 and e₃ = 9. Then D₁₂ = D₂₃ = 1/2 and D₁₃ = 4/5. At kt = ln 2, y = 1/4 and

r = (1/2 + 1/8)/(1 + 1/16) = 10/17 ≈ 0.588,

between the bare value 0.8 and the bulk value 0.5. The deviation from 0.5, multiplied by exp(2kt) = 4, is 6/17 ≈ 0.353; its limit is 3/8 = 0.375.

## In a Lifshitz calculation

In non-retarded Lifshitz theory with local permittivities, the free energy per area of two coated bodies a distance d apart is

F = (k_B T/2π) Σ′ₙ ∫₀^∞ k ln(1 − r_L r_R exp(−2kd)) dk.

Here k_B T is the thermal energy, n labels the Matsubara frequencies, and the prime halves the n = 0 term. The factors r_L and r_R are the left and right reflections, each computed from r(t) with the permittivities at that imaginary frequency. If the permittivities are of similar order and neither D₁₂ nor D₁₃ is close to zero, wavenumbers of order 1/d dominate. A gap much narrower than the coating then mainly probes the coating, and a much wider one mainly the substrate. A thin coating of very high permittivity, such as a metal film, can still dominate at wide gaps.

The monotonicity holds separately for each frequency and wavenumber. F itself need not be monotonic in t. If e₂ − e₃ changes sign between frequencies, the reflections at those frequencies move in different directions. And if two identical coated bodies have e₁ between e₂ and e₃, the product r_L r_R = r² first falls to zero and then grows as both coatings thicken.
